# Factorial moments of thermal, Poisson and number-state photon distributions, and second-order coherence $2$, $1$, $1-1/n$

> Take one mode of thermal light in which the probability of finding $m$ photons is $p_m = 2^{-(m+1)}$. The mean is $1$. The mean number of ordered photon pairs, $\sum_m p_m\, m(m-1) = \tfrac14 + \tfrac38 + \tfrac38 + \tfrac{5}{16} + \dots$, creeps up towards $2$, twice the square of the mean. I was taught that this is Wick's theorem: with annihilation operator $a$ and mean occupation $\bar n$, the expectation $\langle a^{\dagger k} a^k\rangle$ has $k!$ pairings and equals $k!\,\bar n^k$. The second-order coherence $\langle a^{\dagger 2} a^2\rangle/\bar n^2$ is then said to be $2$ for thermal light, against $1$ for a coherent state of nonzero amplitude and $1 - 1/n$ for a state with exactly $n \ge 1$ photons. Can these values be derived for every order $k$ from the distributions alone, convergence included, and can I see it machine-checked?

## Pairs of thermal photons

They can, and $k = 2$ already shows how. Let $0 \le x < 1$ and $p_m = (1-x)x^m$. Differentiating the geometric series $\sum_m x^m = 1/(1-x)$ once and twice, term by term inside its radius of convergence, gives
$$\sum_m m\,x^{m-1} = \frac{1}{(1-x)^2}, \qquad \sum_m m(m-1)\,x^{m-2} = \frac{2}{(1-x)^3}.$$
Multiplying the first by $(1-x)x$ gives the mean $\bar n = x/(1-x)$. Multiplying the second by $(1-x)x^2$ gives $2x^2/(1-x)^2 = 2\bar n^2$. Your example is $x = 1/2$, where $\bar n = 1$ and the pair count is $2$; the partial sum through $m = 10$ is about $1.93$.

## Factorial moments of order $k$

For a distribution $p_m$ on $m = 0, 1, 2, \dots$ define the falling product, the factorial moment and the normalised coherence by
$$m^{\underline{k}} = \prod_{j=0}^{k-1}(m-j), \qquad F_k = \sum_{m \ge 0} p_m\, m^{\underline{k}}, \qquad g^{(k)} = \frac{F_k}{F_1^{\,k}}.$$
The empty product is $1$, so $F_0$ is the total probability, and $F_1$ is the mean. The link to operators is $a|m\rangle = \sqrt m\,|m-1\rangle$ on number states $|m\rangle$, which applied $k$ times gives $\langle m|a^{\dagger k}a^k|m\rangle = m^{\underline k}$. Since $a^{\dagger k}a^k$ is diagonal in the number basis, its expectation in a state with number distribution $p_m$ is $F_k$.

The falling product equals $k!\binom{m}{k}$. It vanishes for $m < k$, because the factor $j = m$ is zero, so the sum starts at $m = k$ and can be written with $m = n + k$, $n \ge 0$.

Thermal law. Here $x$ stands for the Boltzmann factor $e^{-\hbar\omega/k_BT}$ of a mode of frequency $\omega$ at temperature $T$, so $0 < x < 1$, with $x = 0$ the zero-temperature limit, and $\bar n$ is the Bose occupation. The shifted term is
$$(1-x)\,x^{n+k}\,k!\binom{n+k}{k} = (1-x)\,k!\,x^k\cdot\binom{n+k}{k}x^n .$$
Differentiating the geometric series $k$ times and dividing by $k!$ gives the negative binomial series $\sum_n\binom{n+k}{k}x^n = (1-x)^{-(k+1)}$. Hence
$$F_k = \frac{(1-x)\,k!\,x^k}{(1-x)^{k+1}} = k!\left(\frac{x}{1-x}\right)^k = k!\,\bar n^k .$$

Poisson law. Let $p_m = e^{-\mu}\mu^m/m!$, where $\mu = |\alpha|^2$ for a coherent state of complex amplitude $\alpha$. Since $\binom{n+k}{k}\,k!\,n! = (n+k)!$, the shifted term is
$$e^{-\mu}\frac{\mu^{n+k}}{(n+k)!}\,k!\binom{n+k}{k} = e^{-\mu}\mu^k\cdot\frac{\mu^n}{n!},$$
and the exponential series gives $F_k = e^{-\mu}\mu^k e^{\mu} = \mu^k$.

Number state. For this law $n$ is the fixed photon number and no longer the shifted summation index, a double use of the letter that the code shares. With $p_m = \delta_{mn}$ only the term $m = n$ survives, and $F_k = n^{\underline k}$.

The means are $F_1 = \bar n$, $\mu$ and $n$. When they are nonzero, division by $F_1^{\,k}$ gives
$$g^{(k)} = k!, \qquad g^{(k)} = 1, \qquad g^{(k)} = \frac{\prod_{j<k}(n-j)}{n^k} = \prod_{j<k}\Bigl(1-\frac jn\Bigr).$$
At $k = 2$ these are $2$, $1$ and $(1-0)(1-1/n) = 1-1/n$. All three equal $1$ at $k = 0$ and $k = 1$.

The variance follows from the first three moments. For any real $N$, expanding both sides confirms $(m-N)^2 = m(m-1) + (1-2N)m + N^2$. If $F_0 = 1$ and $F_1 = N$, summing against $p_m$ gives
$$\sum_m p_m(m-N)^2 = F_2 + (1-2N)N + N^2 = F_2 + N - N^2 .$$
This is $2\bar n^2 + \bar n - \bar n^2 = \bar n + \bar n^2$ for the thermal law, $\mu^2+\mu-\mu^2 = \mu$ for the Poisson law, and $n(n-1)+n-n^2 = 0$ for the number state.

## Three states with two photons on average

Take $x = 2/3$, so that $\bar n = (2/3)/(1/3) = 2$, together with $\mu = 2$ and $n = 2$.

| law | $F_2$ | $g^{(2)} = F_2/4$ | $F_3$ | $g^{(3)} = F_3/8$ | variance $F_2 + 2 - 4$ |
|---|---|---|---|---|---|
| thermal | $2\cdot 4 = 8$ | $2$ | $6\cdot 8 = 48$ | $6$ | $6$ |
| Poisson | $4$ | $1$ | $8$ | $1$ | $2$ |
| number state | $2\cdot 1 = 2$ | $1/2$ | $2\cdot1\cdot0 = 0$ | $0$ | $0$ |

The value $g^{(3)} = 0$ in the last row says that two photons cannot produce a triple coincidence. For a single mode and detectors free of saturation and dark counts, $g^{(2)}$ is the normalised zero-delay coincidence rate in photon counting, and the thermal value $2$ is the direct plus the exchange pairing of non-interacting bosons in that one mode.

## The Lean file

```lean
import Mathlib

open Finset

namespace PhotonFactorialMoments

noncomputable section

/-- The falling product `m (m-1) ... (m-k+1)` of `k` factors, as a real number. -/
def falling (m k : ℕ) : ℝ := ∏ j ∈ range k, ((m : ℝ) - j)

/-- The `k`-th factorial moment `∑ p_m m (m-1) ... (m-k+1)` of a number distribution `p`. -/
def factorialMoment (p : ℕ → ℝ) (k : ℕ) : ℝ := ∑' m, p m * falling m k

/-- The normalised coherence `g^(k)`: the `k`-th factorial moment divided by the `k`-th power
of the mean occupation (the first factorial moment). -/
def coherence (p : ℕ → ℝ) (k : ℕ) : ℝ := factorialMoment p k / factorialMoment p 1 ^ k

/-- The thermal (geometric) distribution `p_m = (1-x) x^m`. -/
def thermal (x : ℝ) (m : ℕ) : ℝ := (1 - x) * x ^ m

/-- The Bose occupation `nbar = x / (1-x)`. -/
def bose (x : ℝ) : ℝ := x / (1 - x)

/-- The Poisson distribution `p_m = exp(-μ) μ^m / m!`, written for any real `μ`. -/
def poisson (μ : ℝ) (m : ℕ) : ℝ := Real.exp (-μ) * μ ^ m / (m.factorial : ℝ)

/-- The distribution `p_m = δ_{mn}` of the number state with `n` quanta. -/
def numberState (n m : ℕ) : ℝ := if m = n then 1 else 0

/-- The falling product equals `k!` times the binomial coefficient `C(m,k)`. -/
theorem falling_eq (m k : ℕ) : falling m k = (k.factorial : ℝ) * (m.choose k : ℝ) := by
  have h : falling m k = (m.descFactorial k : ℝ) := by
    induction k with
    | zero => simp [falling]
    | succ k ih =>
      unfold falling at ih ⊢
      rw [prod_range_succ, ih, Nat.descFactorial_succ]
      rcases le_or_gt k m with hk | hk
      · push_cast [Nat.cast_sub hk]
        ring
      · rw [Nat.descFactorial_eq_zero_iff_lt.mpr hk]
        simp
  rw [h, Nat.descFactorial_eq_factorial_mul_choose, Nat.cast_mul]

/-- If the `k`-th factorial moment series restricted to levels `m = n + k` sums to `s`,
then so does the full series. -/
theorem hasSum_of_shift (p : ℕ → ℝ) (k : ℕ) (s : ℝ)
    (h : HasSum (fun n => p (n + k) * falling (n + k) k) s) :
    HasSum (fun m => p m * falling m k) s := by
  refine (hasSum_nat_add_iff' k).mp ?_
  -- levels below `k` do not contribute
  have z : ∑ i ∈ range k, p i * falling i k = 0 :=
    sum_eq_zero fun i hi => by
      rw [falling_eq, Nat.choose_eq_zero_of_lt (mem_range.mp hi)]
      simp
  simpa only [z, sub_zero] using h

/-- For `0 ≤ x < 1` the `k`-th factorial moment series of the thermal distribution converges
to `k! nbar^k` with `nbar = x/(1-x)`. -/
theorem thermal_moment {x : ℝ} (hx0 : 0 ≤ x) (hx1 : x < 1) (k : ℕ) :
    HasSum (fun m => thermal x m * falling m k) ((k.factorial : ℝ) * bose x ^ k) := by
  have hr : ‖x‖ < 1 := by rwa [Real.norm_eq_abs, abs_of_nonneg hx0]
  have h1 : 1 - x ≠ 0 := by linarith
  -- negative binomial series `∑ C(n+k,k) x^n = (1-x)^(-(k+1))`
  have h := (hasSum_choose_mul_geometric_of_norm_lt_one k hr).mul_left
    ((1 - x) * (k.factorial : ℝ) * x ^ k)
  have e1 : (fun n => thermal x (n + k) * falling (n + k) k) = fun n =>
      (1 - x) * (k.factorial : ℝ) * x ^ k * ((((n + k).choose k : ℕ) : ℝ) * x ^ n) := by
    funext n
    simp only [thermal, falling_eq]
    ring
  have e2 : (1 - x) * (k.factorial : ℝ) * x ^ k * (1 / (1 - x) ^ (k + 1))
      = (k.factorial : ℝ) * bose x ^ k := by
    rw [bose, div_pow, pow_succ]
    field_simp
  apply hasSum_of_shift
  rw [e2] at h
  rw [e1]
  exact h

/-- The `k`-th factorial moment series of the Poisson distribution converges to `μ^k`. -/
theorem poisson_moment (μ : ℝ) (k : ℕ) :
    HasSum (fun m => poisson μ m * falling m k) (μ ^ k) := by
  have hexp : HasSum (fun n : ℕ => μ ^ n / (n.factorial : ℝ)) (Real.exp μ) := by
    rw [Real.exp_eq_exp_ℝ]
    exact NormedSpace.expSeries_div_hasSum_exp μ
  have h := hexp.mul_left (Real.exp (-μ) * μ ^ k)
  -- the falling product cancels `(n+k)!` down to `n!`
  have e1 : (fun n => poisson μ (n + k) * falling (n + k) k) = fun n : ℕ =>
      Real.exp (-μ) * μ ^ k * (μ ^ n / (n.factorial : ℝ)) := by
    funext n
    have hc0 := Nat.choose_mul_factorial_mul_factorial (Nat.le_add_left k n)
    rw [Nat.add_sub_cancel] at hc0
    have hc : (((n + k).choose k : ℕ) : ℝ) * (k.factorial : ℝ) * (n.factorial : ℝ)
        = ((n + k).factorial : ℝ) := by exact_mod_cast hc0
    have c0 : (((n + k).choose k : ℕ) : ℝ) ≠ 0 := by
      exact_mod_cast (Nat.choose_pos (Nat.le_add_left k n)).ne'
    have k0 : (k.factorial : ℝ) ≠ 0 := by exact_mod_cast k.factorial_ne_zero
    have n0 : (n.factorial : ℝ) ≠ 0 := by exact_mod_cast n.factorial_ne_zero
    rw [poisson, falling_eq, ← hc, pow_add]
    field_simp
  have e2 : Real.exp (-μ) * μ ^ k * Real.exp μ = μ ^ k := by
    rw [mul_right_comm, ← Real.exp_add]
    simp
  apply hasSum_of_shift
  rw [e2] at h
  rw [e1]
  exact h

/-- The `k`-th factorial moment series of the number state `n` sums to `n (n-1) ... (n-k+1)`. -/
theorem number_moment (n k : ℕ) :
    HasSum (fun m => numberState n m * falling m k) (falling n k) := by
  have e : numberState n n * falling n k = falling n k := by simp [numberState]
  rw [← e]
  exact hasSum_single n (fun m hm => by simp [numberState, hm])

/-- The coherence `g^(k)` is `k!` for thermal light with `0 < x < 1`, `1` for a Poisson law
with `μ > 0`, and `∏_{j<k} (1 - j/n)` for the number state `n ≥ 1`. -/
theorem coherence_values {x μ : ℝ} {n : ℕ} (hx0 : 0 < x) (hx1 : x < 1) (hμ : 0 < μ)
    (hn : 1 ≤ n) (k : ℕ) :
    coherence (thermal x) k = (k.factorial : ℝ) ∧ coherence (poisson μ) k = 1 ∧
      coherence (numberState n) k = ∏ j ∈ range k, (1 - (j : ℝ) / n) := by
  unfold coherence factorialMoment
  refine ⟨?_, ?_, ?_⟩
  · have hb : bose x ≠ 0 := (div_pos hx0 (by linarith)).ne'
    rw [(thermal_moment hx0.le hx1 k).tsum_eq, (thermal_moment hx0.le hx1 1).tsum_eq,
      Nat.factorial_one, Nat.cast_one, one_mul, pow_one, mul_div_assoc,
      div_self (pow_ne_zero k hb), mul_one]
  · rw [(poisson_moment μ k).tsum_eq, (poisson_moment μ 1).tsum_eq, pow_one,
      div_self (pow_ne_zero k hμ.ne')]
  · have hn0 : (n : ℝ) ≠ 0 := Nat.cast_ne_zero.mpr (by omega)
    have h1 : falling n 1 = n := by simp [falling]
    have hp : ∏ j ∈ range k, (1 - (j : ℝ) / n) = ∏ j ∈ range k, (((n : ℝ) - j) / n) :=
      prod_congr rfl fun j _ => by rw [sub_div, div_self hn0]
    rw [(number_moment n k).tsum_eq, (number_moment n 1).tsum_eq, h1, hp, prod_div_distrib,
      prod_const, card_range, falling]

/-- The second-order coherence `g2` is `2` for thermal light, `1` for a Poisson law and
`1 - 1/n` for the number state `n ≥ 1`. -/
theorem g2_values {x μ : ℝ} {n : ℕ} (hx0 : 0 < x) (hx1 : x < 1) (hμ : 0 < μ) (hn : 1 ≤ n) :
    coherence (thermal x) 2 = 2 ∧ coherence (poisson μ) 2 = 1 ∧
      coherence (numberState n) 2 = 1 - 1 / (n : ℝ) := by
  obtain ⟨h1, h2, h3⟩ := coherence_values hx0 hx1 hμ hn 2
  refine ⟨?_, h2, ?_⟩
  · rw [h1, Nat.factorial_two, Nat.cast_ofNat]
  · rw [h3]
    simp [prod_range_succ]

/-- If the factorial moment series of order `0, 1, 2` converge to `1, N, F`, then the series `∑ p_m
(m - N)^2` converges to `F + N - N^2`. -/
theorem variance_of_moments (p : ℕ → ℝ) (N F : ℝ)
    (h0 : HasSum (fun m => p m * falling m 0) 1) (h1 : HasSum (fun m => p m * falling m 1) N)
    (h2 : HasSum (fun m => p m * falling m 2) F) :
    HasSum (fun m : ℕ => p m * ((m : ℝ) - N) ^ 2) (F + N - N ^ 2) := by
  have h := (h2.add (h1.mul_left (1 - 2 * N))).add (h0.mul_left (N ^ 2))
  -- `(m - N)^2 = m (m-1) + (1 - 2N) m + N^2`
  have e1 : (fun m : ℕ => p m * ((m : ℝ) - N) ^ 2) = fun m => p m * falling m 2
      + (1 - 2 * N) * (p m * falling m 1) + N ^ 2 * (p m * falling m 0) := by
    funext m
    simp only [falling, prod_range_succ, prod_range_zero]
    push_cast
    ring
  have e2 : F + N - N ^ 2 = F + (1 - 2 * N) * N + N ^ 2 * 1 := by ring
  rw [e1, e2]
  exact h

/-- The number variance is `nbar + nbar^2` for the thermal law with `0 ≤ x < 1`, `μ` for the
Poisson law, and `0` for a number state. -/
theorem variance_values {x : ℝ} (hx0 : 0 ≤ x) (hx1 : x < 1) (μ : ℝ) (n : ℕ) :
    HasSum (fun m : ℕ => thermal x m * ((m : ℝ) - bose x) ^ 2) (bose x + bose x ^ 2) ∧
      HasSum (fun m : ℕ => poisson μ m * ((m : ℝ) - μ) ^ 2) μ ∧
      HasSum (fun m : ℕ => numberState n m * ((m : ℝ) - n) ^ 2) 0 := by
  refine ⟨?_, ?_, ?_⟩
  · have h0 := thermal_moment hx0 hx1 0
    have h1 := thermal_moment hx0 hx1 1
    rw [Nat.factorial_zero, Nat.cast_one, pow_zero, mul_one] at h0
    rw [Nat.factorial_one, Nat.cast_one, pow_one, one_mul] at h1
    have h := variance_of_moments _ _ _ h0 h1 (thermal_moment hx0 hx1 2)
    have e : ((Nat.factorial 2 : ℕ) : ℝ) * bose x ^ 2 + bose x - bose x ^ 2
        = bose x + bose x ^ 2 := by
      rw [Nat.factorial_two, Nat.cast_ofNat]
      ring
    rwa [e] at h
  · have h0 := poisson_moment μ 0
    have h1 := poisson_moment μ 1
    rw [pow_zero] at h0
    rw [pow_one] at h1
    have h := variance_of_moments _ _ _ h0 h1 (poisson_moment μ 2)
    have e : μ ^ 2 + μ - μ ^ 2 = μ := by ring
    rwa [e] at h
  · have h0 := number_moment n 0
    have h1 := number_moment n 1
    rw [show falling n 0 = 1 by simp [falling]] at h0
    rw [show falling n 1 = n by simp [falling]] at h1
    have h := variance_of_moments _ _ _ h0 h1 (number_moment n 2)
    have e : falling n 2 + (n : ℝ) - (n : ℝ) ^ 2 = 0 := by
      simp only [falling, prod_range_succ, prod_range_zero]
      push_cast
      ring
    rwa [e] at h

end

end PhotonFactorialMoments
```

```lean
#print axioms PhotonFactorialMoments.number_moment
#print axioms PhotonFactorialMoments.g2_values
#print axioms PhotonFactorialMoments.variance_values
```

```
'PhotonFactorialMoments.number_moment' depends on axioms: [propext, Classical.choice, Quot.sound]
'PhotonFactorialMoments.g2_values' depends on axioms: [propext, Classical.choice, Quot.sound]
'PhotonFactorialMoments.variance_values' depends on axioms: [propext, Classical.choice, Quot.sound]
```

## How the definitions and theorems read

A distribution is a plain function `p : ℕ → ℝ`, with levels counted from $m = 0$; positivity and normalisation are not built into the type. `falling m k` is $m^{\underline k}$, the product over `range k`, that is $j = 0, \dots, k-1$, with the subtraction `(m : ℝ) - j` done in the reals and not in the naturals, where it would be cut off at zero. `factorialMoment p k` is $F_k$ as the infinite sum `∑'`, and `coherence p k` is $g^{(k)}$. The functions `thermal`, `poisson` and `numberState` are the three laws, and `bose x` is $\bar n$.

The moment theorems use `HasSum f s`, which says that the series with terms `f` converges to `s` in any order of summation; for real series this amounts to absolute convergence with sum `s`. `thermal_moment` states $F_k = k!\,\bar n^k$ for $0 \le x < 1$ and every $k$, so normalisation ($k = 0$) and the mean ($k = 1$) are special cases. `poisson_moment` states $F_k = \mu^k$ for every real $\mu$, although the law is a probability distribution only for $\mu \ge 0$. `number_moment` states $F_k = n^{\underline k}$ for all $n$ and $k$.

`coherence_values` assumes $0 < x < 1$, $\mu > 0$ and $n \ge 1$ and gives the three values of $g^{(k)}$; `g2_values` is its case $k = 2$. The three lower bounds say that the mode is not in the vacuum, so that the mean in the denominator is nonzero. `variance_values` needs only $0 \le x < 1$ and sums $p_m$ times the squared deviation from $\bar n$, $\mu$ and $n$, which the moment theorems at $k = 1$ identify as the means.

The file contains no Fock space, no operators and no density matrix. The three laws are postulated as formulas, not derived from a Gibbs state or from eigenstates of $a$, and $F_k$ is defined as a series, not as an expectation value. What agrees with Wick's theorem is therefore a number: the series gives $k!\,\bar n^k$, the value that counting pairings predicts for one thermal mode. The factorisation of general operator products into pairings, over several modes or times, is a different statement. Time delays, detector losses and fermions are absent as well. The operator dictionary above, the partial sum, and the counter-examples further down are supplied as ordinary reasoning, without a formal proof.

## How the proof follows the derivation

`falling_eq` proves $m^{\underline k} = k!\binom mk$. It first identifies `falling m k` with Mathlib's `m.descFactorial k` by induction on $k$. The step splits into two cases: for $k \le m$ the natural difference $m-k$ agrees with the real one, and for $m < k$ the product of the first $k$ factors is already zero on both sides. `Nat.descFactorial_eq_factorial_mul_choose` then supplies the binomial form.

`hasSum_of_shift` is the substitution $m = n+k$. By `hasSum_nat_add_iff'` the full series and the shifted series differ by the first $k$ terms, and `z` shows that these add up to zero because $\binom ik = 0$ for $i < k$.

In `thermal_moment`, `hr` turns $0 \le x < 1$ into $|x| < 1$, and the negative binomial series is taken from Mathlib as `hasSum_choose_mul_geometric_of_norm_lt_one`, so the differentiation does not appear. `mul_left` multiplies that series by $(1-x)\,k!\,x^k$. The equation `e1` is the rewriting of the shifted term, and `e2` is the cancellation of one factor $1-x$ that leaves $k!\,\bar n^k$.

`poisson_moment` has the same shape. `hexp` is the exponential series, `hc` is $\binom{n+k}{k}k!\,n! = (n+k)!$, `e1` uses it to reduce the shifted term, and `e2` is $e^{-\mu}\mu^ke^{\mu} = \mu^k$. `number_moment` applies `hasSum_single`, which evaluates a series whose terms vanish except at one index.

`coherence_values` converts each `HasSum` into the value of `∑'` by `tsum_eq`, once for order $k$ and once for order $1$, and cancels. The thermal case uses `hb`, $\bar n \ne 0$. The number-state case uses `hp`, which writes $1 - j/n$ as $(n-j)/n$, and `prod_div_distrib`, which separates the numerator from the denominator $n^k$. `g2_values` evaluates $2!$ and the product of two factors.

`variance_of_moments` adds the series of orders $2$, $1$, $0$ with weights $1$, $1-2N$, $N^2$; `e1` is the identity for $(m-N)^2$ and `e2` collects the sum into $F + N - N^2$, with `F` standing for $F_2$. `variance_values` inserts the moments of each law and simplifies as above.

## What breaks at $x = 1$ and in the vacuum

Without $x < 1$ the thermal formula fails at the lowest order. At $x = 1$ every $p_m = (1-1)\cdot 1^m$ is zero, so the $k = 0$ series sums to $0$, while the claimed value, $0!$ times a zeroth power, is $1$. At $x = 2$ the terms are $p_m = -2^m$ and the series diverges.

If the strict lower bounds are relaxed to allow $x = 0$, $\mu = 0$ or $n = 0$, all three laws become the vacuum $p_m = \delta_{m0}$, with $F_1 = F_2 = 0$. One distribution cannot have $g^{(2)}$ equal to both $2$ and $1$, so the thermal and Poisson values cannot both extend to it. The ratio is $0/0$, which Lean evaluates as $0$, and with $1/0 = 0$ the third value $1 - 1/n$ would read $1$, so each of the three equations of `g2_values` would be false there. The moment and variance theorems involve no division by the mean and include the vacuum.
